# Rank-many orthonormal functions that remove redundancy and diagonalise a real symmetric zeroth-order matrix

If some contracted functions are linear combinations of the others, their overlap matrix \(S\) is singular, so \(S^{-1/2}\) does not exist and the symmetric orthonormalisation, which uses it, fails. The Lean file below proves that a real positive semidefinite \(S\) of rank \(r\) still admits \(r\) orthonormal combinations, and that these can be chosen to make any given real symmetric matrix \(H\) diagonal.

```lean
import Mathlib

open Matrix

namespace ContractedActiveBasis

noncomputable section

variable {n m : Type*} [Fintype n] [DecidableEq n] [Fintype m] [DecidableEq m]

/-- The columns of `X` are orthonormal in the overlap `S`, and the zeroth-order matrix `H`
is diagonal between them with energies `ε`. -/
structure IsActiveBasis (S H : Matrix n n ℝ) (X : Matrix n m ℝ) (ε : m → ℝ) : Prop where
  orthonormal : Xᵀ * S * X = 1
  decoupled : Xᵀ * H * X = diagonal ε

/-- First-order amplitudes for the coupling vector `V`, with denominators `ε a - E₀`; the formula is
meant for `E₀` different from every `ε a`. -/
def amplitudes (X : Matrix n m ℝ) (ε : m → ℝ) (E₀ : ℝ) (V : n → ℝ) : n → ℝ :=
  -(X *ᵥ fun a => (Xᵀ *ᵥ V) a / (ε a - E₀))

/-- A real symmetric matrix is diagonalised by an orthogonal matrix; its rank counts the nonzero
diagonal entries, which are nonnegative if the matrix is positive semidefinite. -/
theorem exists_spectral {A : Matrix n n ℝ} (hA : A.IsHermitian) :
    ∃ (U : Matrix n n ℝ) (d : n → ℝ), Uᵀ * U = 1 ∧ Uᵀ * A * U = diagonal d ∧
      Nat.card {i // d i ≠ 0} = A.rank ∧ (A.PosSemidef → ∀ i, 0 ≤ d i) := by
  let U : Matrix n n ℝ := hA.eigenvectorUnitary
  have hU : Uᵀ * U = 1 := by
    have h := Matrix.mem_unitaryGroup_iff'.mp hA.eigenvectorUnitary.2
    rwa [Matrix.star_eq_conjTranspose, Matrix.conjTranspose_eq_transpose_of_trivial] at h
  have hAU : A * U = U * diagonal hA.eigenvalues := by
    ext i j
    have h := congrFun (hA.mulVec_eigenvectorBasis j) i
    rw [Matrix.mul_diagonal]
    simpa [U, Matrix.mul_apply, Matrix.mulVec, dotProduct, mul_comm] using h
  refine ⟨U, hA.eigenvalues, hU, ?_, ?_, fun h => h.eigenvalues_nonneg⟩
  · rw [Matrix.mul_assoc, hAU, ← Matrix.mul_assoc, hU, Matrix.one_mul]
  · rw [hA.rank_eq_card_non_zero_eigs]
    exact Nat.card_eq_fintype_card

/-- A positive semidefinite overlap admits as many orthonormal combinations as its rank. -/
theorem exists_orthonormalizer {S : Matrix n n ℝ} (hS : S.PosSemidef) :
    ∃ Y : Matrix n (Fin S.rank) ℝ, Yᵀ * S * Y = 1 := by
  obtain ⟨U, d, -, hd, hcard, hpos⟩ := exists_spectral hS.isHermitian
  let e := (Finite.equivFinOfCardEq hcard).symm
  let f : Fin S.rank → n := fun a => (e a).1
  let s : Fin S.rank → ℝ := fun a => (√(d (f a)))⁻¹
  -- keep the eigenvectors with nonzero eigenvalue and normalise them
  let V : Matrix n (Fin S.rank) ℝ := U.submatrix id f
  have hV : Vᵀ * S * V = (diagonal d).submatrix f f := by
    rw [← hd]
    ext a b
    rfl
  refine ⟨V * diagonal s, ?_⟩
  have h1 : (V * diagonal s)ᵀ * S * (V * diagonal s)
      = diagonal s * (Vᵀ * S * V) * diagonal s := by
    simp only [Matrix.transpose_mul, Matrix.diagonal_transpose, Matrix.mul_assoc]
  rw [h1, hV]
  ext a b
  rw [Matrix.mul_diagonal, Matrix.diagonal_mul, Matrix.submatrix_apply]
  by_cases hab : a = b
  · subst hab
    have hp : 0 < d (f a) := lt_of_le_of_ne (hpos hS _) (Ne.symm (e a).2)
    rw [Matrix.diagonal_apply_eq, Matrix.one_apply_eq]
    change (√(d (f a)))⁻¹ * d (f a) * (√(d (f a)))⁻¹ = 1
    rw [mul_right_comm, ← mul_inv, Real.mul_self_sqrt hp.le, inv_mul_cancel₀ hp.ne']
  · have hf : f a ≠ f b := fun h => hab (e.injective (Subtype.ext h))
    rw [Matrix.diagonal_apply_ne _ hf, Matrix.one_apply_ne hab, mul_zero, zero_mul]

omit [DecidableEq n] in
/-- The number of orthonormal combinations never exceeds the rank of the overlap. -/
theorem card_le_rank {S : Matrix n n ℝ} {X : Matrix n m ℝ} (hX : Xᵀ * S * X = 1) :
    Fintype.card m ≤ S.rank := by
  calc Fintype.card m = (Xᵀ * S * X).rank := by rw [hX, Matrix.rank_one]
    _ ≤ (Xᵀ * S).rank := Matrix.rank_mul_le_left _ _
    _ ≤ S.rank := Matrix.rank_mul_le_right _ _

/-- Orthonormal combinations equal in number to the rank resolve the whole overlap. -/
theorem overlap_resolution {S : Matrix n n ℝ} {X : Matrix n m ℝ} (hX : Xᵀ * S * X = 1)
    (hm : Fintype.card m = S.rank) : S * X * Xᵀ * S = S := by
  have hle : LinearMap.range (S * X).mulVecLin ≤ LinearMap.range S.mulVecLin := by
    rintro _ ⟨w, rfl⟩
    exact ⟨X *ᵥ w, by simp [Matrix.mulVec_mulVec]⟩
  have hr : S.rank ≤ (S * X).rank := by
    calc S.rank = (1 : Matrix m m ℝ).rank := by rw [Matrix.rank_one, hm]
      _ = (Xᵀ * (S * X)).rank := by rw [← Matrix.mul_assoc, hX]
      _ ≤ (S * X).rank := Matrix.rank_mul_le_right _ _
  -- equal dimensions force equal ranges
  have heq := Submodule.eq_of_le_of_finrank_le hle hr
  refine Matrix.toLin'.injective (LinearMap.ext fun v => ?_)
  simp only [Matrix.toLin'_apply]
  have hv : S *ᵥ v ∈ LinearMap.range (S * X).mulVecLin := by
    rw [heq]
    exact ⟨v, rfl⟩
  obtain ⟨w, hw⟩ := hv
  rw [Matrix.mulVecLin_apply] at hw
  have hc : Xᵀ *ᵥ (S *ᵥ v) = w := by
    rw [← hw, Matrix.mulVec_mulVec, ← Matrix.mul_assoc, hX, Matrix.one_mulVec]
  calc (S * X * Xᵀ * S) *ᵥ v = (S * X) *ᵥ (Xᵀ *ᵥ (S *ᵥ v)) := by
        simp only [Matrix.mulVec_mulVec, Matrix.mul_assoc]
    _ = S *ᵥ v := by rw [hc, hw]

/-- For a positive semidefinite overlap `S` and a symmetric `H` there is an active basis with
`S.rank` functions, and it resolves the whole overlap. -/
theorem exists_active_basis {S H : Matrix n n ℝ} (hS : S.PosSemidef) (hH : H.IsHermitian) :
    ∃ (X : Matrix n (Fin S.rank) ℝ) (ε : Fin S.rank → ℝ),
      IsActiveBasis S H X ε ∧ S * X * Xᵀ * S = S := by
  obtain ⟨Y, hY⟩ := exists_orthonormalizer hS
  have hT : Hᵀ = H := (Matrix.conjTranspose_eq_transpose_of_trivial H).symm.trans hH
  have hK : (Yᵀ * H * Y).IsHermitian := by
    rw [Matrix.IsHermitian, Matrix.conjTranspose_eq_transpose_of_trivial]
    simp only [Matrix.transpose_mul, Matrix.transpose_transpose, hT, Matrix.mul_assoc]
  -- rotate the orthonormal functions so that `H` becomes diagonal
  obtain ⟨W, ε, hW, hε, -, -⟩ := exists_spectral hK
  have hX : IsActiveBasis S H (Y * W) ε := by
    constructor
    · calc (Y * W)ᵀ * S * (Y * W) = Wᵀ * (Yᵀ * S * Y) * W := by
            simp only [Matrix.transpose_mul, Matrix.mul_assoc]
        _ = 1 := by rw [hY, Matrix.mul_one, hW]
    · calc (Y * W)ᵀ * H * (Y * W) = Wᵀ * (Yᵀ * H * Y) * W := by
            simp only [Matrix.transpose_mul, Matrix.mul_assoc]
        _ = diagonal ε := hε
  exact ⟨Y * W, ε, hX, overlap_resolution hX.orthonormal (by simp)⟩

omit [DecidableEq n] [Fintype m] in
/-- In an active basis the shifted matrix `H - E₀ S` is diagonal with entries `ε a - E₀`. -/
theorem denominators {S H : Matrix n n ℝ} {X : Matrix n m ℝ} {ε : m → ℝ}
    (h : IsActiveBasis S H X ε) (E₀ : ℝ) :
    Xᵀ * (H - E₀ • S) * X = diagonal fun a => ε a - E₀ := by
  rw [Matrix.mul_sub, Matrix.sub_mul, Matrix.mul_smul, Matrix.smul_mul, h.orthonormal,
    h.decoupled]
  ext a b
  by_cases hab : a = b
  · subst hab
    simp
  · simp [hab]

omit [DecidableEq n] in
/-- If no denominator vanishes, the explicit amplitudes solve the first-order equation
projected on the active functions. -/
theorem first_order_equation {S H : Matrix n n ℝ} {X : Matrix n m ℝ} {ε : m → ℝ}
    (h : IsActiveBasis S H X ε) {E₀ : ℝ} (hE : ∀ a, ε a ≠ E₀) (V : n → ℝ) :
    Xᵀ *ᵥ ((H - E₀ • S) *ᵥ amplitudes X ε E₀ V) = -(Xᵀ *ᵥ V) := by
  have key : ∀ w, Xᵀ *ᵥ ((H - E₀ • S) *ᵥ (X *ᵥ w))
      = (diagonal fun a => ε a - E₀) *ᵥ w := fun w => by
    rw [← denominators h E₀]
    simp only [Matrix.mulVec_mulVec, Matrix.mul_assoc]
  -- the denominators cancel one by one
  have hw : (diagonal fun a => ε a - E₀) *ᵥ (fun a => (Xᵀ *ᵥ V) a / (ε a - E₀))
      = Xᵀ *ᵥ V := by
    ext a
    have hne : ε a - E₀ ≠ 0 := sub_ne_zero.mpr (hE a)
    rw [Matrix.mulVec_diagonal]
    field_simp
  rw [amplitudes, Matrix.mulVec_neg, Matrix.mulVec_neg, key, hw]

/-- Overlap of three functions of which the third duplicates the first. -/
def exampleOverlap : Matrix (Fin 3) (Fin 3) ℝ := !![1, 0, 1; 0, 1, 0; 1, 0, 1]

/-- A zeroth-order matrix for the same three functions. -/
def exampleH : Matrix (Fin 3) (Fin 3) ℝ := !![2, 0, 2; 0, 5, 0; 2, 0, 2]

/-- The selection of the first two of the three functions. -/
def exampleX : Matrix (Fin 3) (Fin 2) ℝ := !![1, 0; 0, 1; 0, 0]

/-- In the example with a duplicate function, the first two functions form an active basis
with energies 2 and 5, and their number is the rank of the overlap. -/
theorem active_basis_witness :
    IsActiveBasis exampleOverlap exampleH exampleX ![2, 5] ∧
      Fintype.card (Fin 2) = exampleOverlap.rank := by
  have hb : IsActiveBasis exampleOverlap exampleH exampleX ![2, 5] := by
    constructor <;> ext i j <;> fin_cases i <;> fin_cases j <;>
      simp [exampleOverlap, exampleH, exampleX, Matrix.mul_apply, Fin.sum_univ_succ]
  have hf : exampleOverlap = (!![1, 0; 0, 1; 1, 0] : Matrix (Fin 3) (Fin 2) ℝ) *
      (!![1, 0, 1; 0, 1, 0] : Matrix (Fin 2) (Fin 3) ℝ) := by
    ext i j
    fin_cases i <;> fin_cases j <;>
      simp [exampleOverlap, Matrix.mul_apply, Fin.sum_univ_succ]
  refine ⟨hb, le_antisymm (card_le_rank hb.orthonormal) ?_⟩
  rw [hf]
  exact (Matrix.rank_mul_le_left _ _).trans (Matrix.rank_le_card_width _)

end

end ContractedActiveBasis
```

```lean
#print axioms ContractedActiveBasis.exists_spectral
#print axioms ContractedActiveBasis.exists_active_basis
#print axioms ContractedActiveBasis.first_order_equation
```

```
'ContractedActiveBasis.exists_spectral' depends on axioms: [propext, Classical.choice, Quot.sound]
'ContractedActiveBasis.exists_active_basis' depends on axioms: [propext, Classical.choice, Quot.sound]
'ContractedActiveBasis.first_order_equation' depends on axioms: [propext, Classical.choice, Quot.sound]
```

## The active basis in terms of contracted functions

Let \(\varphi_i\) be real contracted functions, for example excitation operators applied to a multiconfigurational reference. The index \(i\) runs over the finite type `n`. The matrices stand for

\[
S_{ij}=\langle\varphi_i|\varphi_j\rangle,\qquad H_{ij}=\langle\varphi_i|\hat H_0|\varphi_j\rangle ,
\]

where \(\hat H_0\) is the zeroth-order Hamiltonian. Lean sees only the matrices: `S.PosSemidef` is the property that every overlap matrix has, and `H.IsHermitian` means symmetric, since the entries are real.

A matrix \(X\) defines new functions \(\chi_a=\sum_i\varphi_i X_{ia}\), with \(a\) in a second finite type `m`. The structure `IsActiveBasis S H X ε` contains two relations:

\[
X^TSX=1,\qquad X^THX=\operatorname{diag}(\varepsilon).
\]

The new functions are orthonormal, and \(\hat H_0\) does not couple them. The structure does not require their number to equal the rank. That comes from `exists_active_basis`, where the columns are indexed by `Fin S.rank` and a third relation is proved:

\[
SXX^TS=S .
\]

Read with the functions restored, this says \(\sum_a\langle\varphi_i|\chi_a\rangle\langle\chi_a|\varphi_j\rangle=\langle\varphi_i|\varphi_j\rangle\). For \(i=j\), the part of \(\varphi_i\) orthogonal to all \(\chi_a\) has norm zero. The active functions therefore span everything that the contracted functions span, and only redundancy has been removed.

## Orthonormal combinations from the nonzero eigenvalues

Diagonalise the overlap with an orthogonal matrix \(U\), so that \(U^TU=1\) and \(U^TSU=\operatorname{diag}(d)\). Positive semidefiniteness gives \(d_i\ge0\), and exactly \(r\) of the \(d_i\) are nonzero. The lemma `exists_spectral` supplies these facts from Mathlib's eigenvector basis: it writes the eigenvalue equations as \(AU=U\operatorname{diag}(d)\) for a symmetric matrix \(A\) and multiplies by \(U^T\).

Let \(f(a)\) list the indices with nonzero eigenvalue, each once, and set

\[
Y_{ia}=\frac{U_{i f(a)}}{\sqrt{d_{f(a)}}}.
\]

Then

\[
(Y^TSY)_{ab}=\frac{(U^TSU)_{f(a)f(b)}}{\sqrt{d_{f(a)}}\sqrt{d_{f(b)}}}=\delta_{ab}.
\]

For \(a=b\) the numerator is \(d_{f(a)}\) and cancels the two roots. For \(a\ne b\) the indices \(f(a)\) and \(f(b)\) differ, so the numerator is an off-diagonal zero. The proof of `exists_orthonormalizer` makes the same case distinction with `by_cases hab : a = b`. Its local matrix `V` holds the selected eigenvectors and is unrelated to the coupling vector used later.

## Rotation to a diagonal zeroth-order matrix

The matrix \(K=Y^THY\) is symmetric because \(H\) is. A second use of `exists_spectral` gives an orthogonal \(W\) with \(W^TKW=\operatorname{diag}(\varepsilon)\). Put \(X=YW\). Then

\[
X^TSX=W^T(Y^TSY)W=W^TW=1,
\]
\[
X^THX=W^TKW=\operatorname{diag}(\varepsilon).
\]

These are the two `calc` blocks in `exists_active_basis`. The rotation mixes functions that are already orthonormal, so it leaves their overlap unchanged.

## Why the overlap is fully resolved

The lemma `card_le_rank` shows that no orthonormal set can be larger than the rank: the unit matrix \(X^TSX\) has rank equal to the number of columns of \(X\), and a product cannot have a larger rank than its factor \(S\).

Suppose now that the number of columns equals \(r\). Every vector \(SXw\) lies in the range of \(S\), so the range of \(SX\) is contained in that of \(S\). Furthermore,

\[
r=\operatorname{rank}(X^TSX)\le\operatorname{rank}(SX),
\]

so the smaller range has at least the dimension of the larger one, and the two coincide. For any vector \(v\) there is therefore a \(w\) with \(Sv=SXw\). Multiplication by \(X^T\) gives \(X^TSv=w\), and substitution gives

\[
Sv=SXX^TSv .
\]

Since \(v\) is arbitrary, \(SXX^TS=S\). In `overlap_resolution` the equality of ranges comes from `Submodule.eq_of_le_of_finrank_le`, and the final `calc` is the substitution. This argument uses orthonormality and the count alone, so it applies to any orthonormal set of full size, however it was obtained.

## Explicit denominators and first-order amplitudes

Let \(E_0\) be the zeroth-order energy of the reference. The theorem `denominators` subtracts \(E_0\) times the first relation from the second:

\[
X^T(H-E_0S)X=\operatorname{diag}(\varepsilon_a-E_0).
\]

Let \(V_i=\langle\varphi_i|\hat V|0\rangle\) be the coupling of the contracted functions to a reference \(|0\rangle\) orthogonal to them, where \(\hat V\) is the perturbation. The definition `amplitudes` is

\[
t=-Xw,\qquad w_a=\frac{(X^TV)_a}{\varepsilon_a-E_0}.
\]

If \(\varepsilon_a\ne E_0\) for every \(a\), then

\[
X^T(H-E_0S)t=-\operatorname{diag}(\varepsilon_a-E_0)\,w=-X^TV .
\]

This is `first_order_equation`. Its auxiliary statement `key` moves the shifted matrix into the active basis, and `field_simp` cancels each denominator. The hypothesis `hE` stands for the absence of an exact degeneracy between the reference and an active function. It does not exclude a small denominator, which is how an intruder state appears.

The equation is the first-order equation projected on the active functions. The theorems allow any symmetric \(H\) and any vector \(V\), including choices that do not come from actual functions, and this generality has a consequence. For

\[
S=\begin{pmatrix}1&0\\0&0\end{pmatrix},\qquad H=\begin{pmatrix}0&1\\1&0\end{pmatrix},
\]

every column \(X=(1,x)^T\) is an active basis, with energy \(2x\). The energies are then arbitrary, because \(H\) acts on a vector that the overlap regards as zero.

Matrix elements of actual functions exclude this. If \(Sz=0\), the function \(\sum_i z_i\varphi_i\) vanishes, hence \(Hz=0\) and \(z^TV=0\). The residual \(R=(H-E_0S)t+V\) is then orthogonal to every null vector of \(S\), so \(R=Su\) for some \(u\). For an active basis of full size, the projected equation gives \(X^TSu=0\), and the resolution of the overlap gives \(R=SXX^TSu=0\). The amplitudes thus solve \((H-E_0S)t=-V\), the first-order equation projected on all the contracted functions, a short consequence that is argued here and not stated in the file.

For internally contracted multireference perturbation theory with a finite set of real functions, the result justifies discarding the exact null space of the overlap before denominators are formed. It does not treat the numerical threshold that decides which small eigenvalues count as zero.

## One function, and three with a duplicate

A single function shows how the amplitude depends on the norm. For \(S=s>0\) and \(H=h\), one may take \(X=1/\sqrt s\), which gives \(\varepsilon=h/s\) and, if \(\varepsilon\ne E_0\),

\[
t=-\frac{V}{h-E_0s}.
\]

Write the function as \(\varphi=\sqrt s\,\chi\) with \(\chi\) normalised and \(v=\langle\chi|\hat V|0\rangle\). Then \(h=s\varepsilon\) and \(V=\sqrt s\,v\), so

\[
t=-\frac{v}{\sqrt s\,(\varepsilon-E_0)},\qquad t\varphi=-\frac{v}{\varepsilon-E_0}\,\chi .
\]

With \(\chi\) held fixed and \(v\neq0\), the amplitude diverges as \(s\to0\), while the first-order function \(t\varphi\) does not change. At \(s=0\) the rank is zero, \(X\) has no columns, and the amplitude is zero.

The file's own example, `active_basis_witness`, has three functions, the third a copy of the first. Selecting the first two gives an active basis with energies 2 and 5. The relations are checked entry by entry. The rank is bounded below by `card_le_rank`, and above by writing the overlap as a product of a \(3\times2\) and a \(2\times3\) matrix, so it equals 2.
